# Exponentiating a finite matrix in its orthonormal eigenbasis: exp(c U diag(a) U†) = U diag(exp(c aᵢ)) U†

The theorem `exp_spectral` says that, for a finite unitary matrix U, a complex number c and a list of complex numbers aᵢ, the exponential of c U diag(a) U† is U diag(exp(c aᵢ)) U†. The columns of U are orthonormal eigenvectors, and the exponential keeps them while replacing each eigenvalue c aᵢ by exp(c aᵢ). When the aᵢ are real energies and c = −it/ħ, this is the time-evolution operator of a finite-dimensional, time-independent Hamiltonian, written in its energy eigenbasis. The proof moves c into the diagonal matrix, writes U† as U⁻¹, and takes the exponential through the conjugation and then through the diagonal. What remains is the exponential of a function on the index set, which the step `h2` is meant to evaluate entry by entry.

The first attempt, which Lean rejects:

```lean
import Mathlib

open Matrix
open scoped NNReal

namespace ExpSpectral

noncomputable section

variable {n : Type*} [Fintype n] [DecidableEq n]

/-- The matrix `U diag(d) U†` with eigenvalue list `d` and the columns of `U` as eigenvectors,
when `U` is unitary. -/
def spectral (U : Matrix n n ℂ) (d : n → ℂ) : Matrix n n ℂ :=
  U * diagonal d * Uᴴ

/-- For unitary `U`, the exponential of `c U diag(a) U†` is obtained by exponentiating
the numbers `c a_i`. -/
theorem exp_spectral {U : Matrix n n ℂ} (hU : U ∈ unitaryGroup n ℂ) (c : ℂ) (a : n → ℂ) :
    NormedSpace.exp (c • spectral U a) = spectral U (fun i => Complex.exp (c * a i)) := by
  have hU1 : Uᴴ * U = 1 := mem_unitaryGroup_iff'.1 hU
  have hU2 : U * Uᴴ = 1 := mem_unitaryGroup_iff.1 hU
  have hinv : U⁻¹ = Uᴴ := inv_eq_right_inv hU2
  have hu : IsUnit U := ⟨⟨U, Uᴴ, hU2, hU1⟩, rfl⟩
  have hd : diagonal (fun i => c * a i) = c • diagonal a := diagonal_smul c a
  have h1 : c • spectral U a = U * diagonal (fun i => c * a i) * U⁻¹ := by
    rw [hinv, hd, Matrix.mul_smul, Matrix.smul_mul, spectral]
  have h2 : NormedSpace.exp (fun i => c * a i) = fun i => Complex.exp (c * a i) := by
    funext i
    rw [Pi.exp_apply, Complex.exp_eq_exp_ℂ]
  rw [h1, Matrix.exp_conj _ _ hu, Matrix.exp_diagonal, hinv, h2, spectral]

end

end ExpSpectral
```

Messages:

```
Main.lean:30:8: error(lean.unknownIdentifier): Unknown identifier `Pi.exp_apply`
```

The message says that Lean finds no declaration called `Pi.exp_apply`, so the first rewrite in `h2` has no lemma to use. The fault is in the name, not in the mathematics.

After `funext i`, the left side of the goal is the exponential of the whole function `fun i => c * a i`, evaluated at `i`. The step needs a lemma saying that this equals the exponential of the function's value at `i`. That lemma is `Pi.coe_exp`, and the diff puts it in place of the unknown name. The left side then becomes `NormedSpace.exp (c * a i)`, while the right side is still `Complex.exp (c * a i)`. The existing rewrite with `Complex.exp_eq_exp_ℂ` identifies the two exponentials and closes the goal. The rest of the proof is unchanged.

This version goes through:

```diff
@@ -28,5 +28,5 @@
   have h2 : NormedSpace.exp (fun i => c * a i) = fun i => Complex.exp (c * a i) := by
     funext i
-    rw [Pi.exp_apply, Complex.exp_eq_exp_ℂ]
+    rw [Pi.coe_exp, Complex.exp_eq_exp_ℂ]
   rw [h1, Matrix.exp_conj _ _ hu, Matrix.exp_diagonal, hinv, h2, spectral]
 
```
